# A matrix that commutes with an irreducible finite-dimensional unitary representation is a multiple of the identity

The theorem `schur_scalar` is Schur's lemma for a group `G` acting by unitary matrices on a complex space of finite, nonzero dimension. If the representation is irreducible and a matrix `B` commutes with every `D g`, then `B` is a complex number times the identity. In physics, a Hamiltonian matrix that respects the symmetry can therefore have only one energy within such a space, though the theorem does not require `B` to be Hermitian. The proof takes an eigenvalue `c` of `B` and shows that its eigenspace is invariant under the group, so that it is either zero or the whole space. An eigenvector rules out the first case, and the second gives `B = c • 1`.

In Lean, a first try:

```lean
import Mathlib

open Matrix
open scoped ComplexOrder

namespace SchurScalar

noncomputable section

variable {G n : Type*} [Group G] [Fintype n] [DecidableEq n]

/-- A unitary representation is irreducible when every subspace mapped into itself by all
`D g` is either zero or the whole space. -/
def IsIrreducible (D : G →* unitaryGroup n ℂ) : Prop :=
  ∀ W : Submodule ℂ (n → ℂ), (∀ g, ∀ v ∈ W, (D g).1 *ᵥ v ∈ W) → W = ⊥ ∨ W = ⊤

/-- Schur's lemma: in nonzero dimension, a matrix that commutes with every operation of an
irreducible unitary representation is a multiple of the identity. -/
theorem schur_scalar [Nonempty n] (D : G →* unitaryGroup n ℂ) (hD : IsIrreducible D)
    (B : Matrix n n ℂ) (hB : ∀ g, (D g).1 * B = B * (D g).1) :
    ∃ c : ℂ, B = c • (1 : Matrix n n ℂ) := by
  obtain ⟨c, hc⟩ := Module.End.exists_eigenvalue (Matrix.toLin' B)
  obtain ⟨v, hv⟩ := hc.exists_hasEigenvector
  -- the eigenspace is invariant under the group
  have key := hD (Module.End.eigenspace (Matrix.toLin' B) c) (by
    intro g w hw
    rw [Module.End.mem_eigenspace_iff, Matrix.toLin'_apply] at hw ⊢
    rw [Matrix.mulVec_mulVec, ← hB g, ← Matrix.mulVec_mulVec, hw, Matrix.mulVec_smul])
  rcases key with h | h
  · have hmem := hv.1
    rw [h, Submodule.mem_bot] at hmem
    exact absurd hmem hv.2
  · refine ⟨c, Matrix.toLin'.injective (LinearMap.ext fun x => ?_)⟩
    have hx : x ∈ Module.End.eigenspace (Matrix.toLin' B) c := by
      rw [h]; exact Submodule.mem_top
    rw [Module.End.mem_eigenspace_iff] at hx
    rw [hx, Matrix.toLin'_apply, Matrix.smul_mulVec, Matrix.one_mulVec]

end

end SchurScalar
```

Lean reports:

```
Main.lean:31:8: error: Tactic `rewrite` failed: Did not find an occurrence of the pattern
  Module.End.eigenspace (toLin' B) c
in the target expression
  v ∈ (Module.End.genEigenspace (toLin' B) c) 1

case inl
G : Type u_1
n : Type u_2
inst✝³ : Group G
inst✝² : Fintype n
inst✝¹ : DecidableEq n
inst✝ : Nonempty n
D : G →* ↥(unitaryGroup n ℂ)
hD : IsIrreducible D
B : Matrix n n ℂ
hB : ∀ (g : G), ↑(D g) * B = B * ↑(D g)
c : ℂ
hc : Module.End.HasEigenvalue (toLin' B) c
v : n → ℂ
hv : Module.End.HasEigenvector (toLin' B) c v
h : Module.End.eigenspace (toLin' B) c = ⊥
hmem : v ∈ (Module.End.genEigenspace (toLin' B) c) 1
⊢ ∃ c, B = c • 1
```

Cause. The error falls in the case where the eigenspace is supposed to be zero. There `h` says that `Module.End.eigenspace (toLin' B) c` equals `⊥`, and `rw [h, ...]` should turn the membership of `v` in the eigenspace into membership in `⊥`. But `hmem` was given no stated type, so it took the one that `hv.1` carries, `v ∈ (Module.End.genEigenspace (toLin' B) c) 1`. This is the same subspace, written as the generalised eigenspace of order 1. `rw` looks for a term with the outward form of the left side of `h`, and does not unfold `eigenspace` to find it under another name, so it reports that the pattern does not occur.

The repair states the type of `hmem` as membership in `Module.End.eigenspace (Matrix.toLin' B) c`. Lean accepts `hv.1` as its proof because the two forms are equal by definition. The pattern is now there in plain sight, and the rewrite goes through.

After these edits no error is left:

```diff
@@ -28,5 +28,5 @@
     rw [Matrix.mulVec_mulVec, ← hB g, ← Matrix.mulVec_mulVec, hw, Matrix.mulVec_smul])
   rcases key with h | h
-  · have hmem := hv.1
+  · have hmem : v ∈ Module.End.eigenspace (Matrix.toLin' B) c := hv.1
     rw [h, Submodule.mem_bot] at hmem
     exact absurd hmem hv.2
```
